# Oliver–Perdew spin scaling of Fock exchange for spin-up and spin-down orbitals on a finite grid

Spin is treated here as a second coordinate. A spin-orbital is a complex function of a grid point and a spin value, and the exchange energy is summed over all pairs of spin-orbitals and over both spins at each point. Nothing in the definition tells the sum to keep only parallel spins; that restriction is derived.

Let $a$ be a finite family of spatial orbitals $a_i(x)$ occupied with spin up, $b$ a finite family $b_j(x)$ occupied with spin down, and $X(a,b)$ the exchange energy of the whole set for an interaction that does not depend on spin. The result is

$$X(a,b)=\tfrac12\big[X(a,a)+X(b,b)\big].$$

The energies on the right belong to closed-shell systems in which every spatial orbital is doubly occupied. For a single determinant on a finite grid, the relation reduces spin-polarised exchange to the unpolarised case, and in this way an exchange functional written for unpolarised densities can be extended to open shells.

In the code, `G` is the grid, and `ι` and `κ` label the up and down orbitals. They are separate types, so the two families may differ in size, and either may be empty. `P` labels spin-orbitals in definitions that do not separate up from down.

In Lean 4 with Mathlib:

```lean
import Mathlib

open scoped ComplexConjugate

namespace ExchangeSpinScaling

noncomputable section

variable {G ι κ P : Type*} [Fintype G] [Fintype ι] [Fintype κ] [Fintype P]
```

## Every orbital has a definite spin

The first hypothesis is contained in a definition. An up orbital has no down component, and a down orbital has no up component, as in an unrestricted Hartree–Fock or collinear Kohn–Sham calculation. The value `true` stands for up, and the sum type `ι ⊕ κ` lists the up orbitals together with the down ones.

```lean
/-- The spin-orbitals built from spatial orbitals `a` with spin up (`true`) and `b` with
spin down (`false`). -/
def spinOrbital (a : ι → G → ℂ) (b : κ → G → ℂ) : ι ⊕ κ → G × Bool → ℂ
  | .inl i, (x, s) => if s = true then a i x else 0
  | .inr j, (x, s) => if s = true then 0 else b j x
```

By hand, this is what removes the mixed pairs. Write $\varphi_p(x,s)$ for the spin-orbitals, where $p$ runs over both families. The exchange energy is

$$X(a,b)=-\tfrac12\sum_{p,q}\sum_{x,s}\sum_{y,t}\varphi_p^*(x,s)\,\varphi_q(x,s)\,v(x,y)\,\varphi_q^*(y,t)\,\varphi_p(y,t).$$

If $p$ is an up orbital and $q$ a down orbital, then $\varphi_p^*(x,s)\varphi_q(x,s)$ vanishes for either value of $s$, because one factor is always zero. The same holds with the roles exchanged. If both are up, say $p=i$ and $q=j$, only $s=t=\uparrow$ survives, and the pairs together contribute

$$C(a)=-\tfrac12\sum_{i,j}\sum_{x,y}a_i^*(x)\,a_j(x)\,v(x,y)\,a_j^*(y)\,a_i(y).$$

The down pairs contribute $C(b)$ in the same way, so $X(a,b)=C(a)+C(b)$.

Without definite spins, as in a noncollinear magnet or with spin–orbit coupling, the density matrix can have nonzero blocks that connect up with down. Such blocks in general add exchange terms that belong to neither channel, and the split into one energy per channel is then lost.

## The interaction does not depend on spin

The second hypothesis is that the kernel $v(x,y)$ depends on positions alone, as the Coulomb repulsion does. In `fockExchange` the summation variables `x` and `y` are pairs of a grid point and a spin, and the kernel sees only their first components, `x.1` and `y.1`.

```lean
/-- The Fock exchange energy of occupied spin-orbitals `φ` with a spin-independent
interaction `v`, summed over all pairs of orbitals, grid points and spins. -/
def fockExchange (v : G → G → ℝ) (φ : P → G × Bool → ℂ) : ℂ :=
  -(1 / 2) * ∑ p, ∑ q, ∑ x, ∑ y,
    conj (φ p x) * φ q x * (v x.1 y.1 : ℂ) * conj (φ q y) * φ p y
```

The energy $X(a,b)$ is this expression evaluated for the spin-orbitals built from $a$ and $b$.

```lean
/-- The exchange energy `X(a,b)` of spin-up orbitals `a` and spin-down orbitals `b`. -/
def exchange (v : G → G → ℝ) (a : ι → G → ℂ) (b : κ → G → ℂ) : ℂ :=
  fockExchange v (spinOrbital a b)
```

The one-channel energy $C(a)$ is a function of spatial orbitals only.

```lean
/-- The exchange energy of the orbitals of a single spin channel. -/
def channelExchange (v : G → G → ℝ) (a : ι → G → ℂ) : ℂ :=
  -(1 / 2) * ∑ i, ∑ j, ∑ x, ∑ y,
    conj (a i x) * a j x * (v x y : ℂ) * conj (a j y) * a i y
```

The orbitals need not be normalised or orthogonal. If they are orthonormal, $X(a,b)$ is the exchange energy of the corresponding Slater determinant. Quadrature weights do not appear; positive weights can be absorbed by multiplying each orbital by the square root of the weight at each point.

Three further definitions concern densities. The total density sums $|\varphi_p(x,s)|^2$ over orbitals and spins.

```lean
/-- The electron density of occupied spin-orbitals, summed over spin. -/
def density (φ : P → G × Bool → ℂ) (x : G) : ℝ :=
  ∑ p, ∑ s, Complex.normSq (φ p (x, s))
```

The channel density is $n_a(x)=\sum_i|a_i(x)|^2$.

```lean
/-- The density of the orbitals of a single spin channel. -/
def channelDensity (a : ι → G → ℂ) (x : G) : ℝ :=
  ∑ i, Complex.normSq (a i x)
```

The Hartree energy of a density $n$ is $H[n]=\tfrac12\sum_{x,y}n(x)\,n(y)\,v(x,y)$.

```lean
/-- The Hartree energy of a density `n` with interaction `v`. -/
def hartree (v : G → G → ℝ) (n : G → ℝ) : ℝ :=
  1 / 2 * ∑ x, ∑ y, n x * n y * v x y
```

The split into channels is the first theorem. Its `simp` call breaks the orbital sums into up and down parts, with `Fintype.sum_sum_type`, and the coordinate sums into grid and spin parts, with `Fintype.sum_prod_type`. The definition of `spinOrbital` then turns every mixed term into zero. What remains is to distribute the factor $-\tfrac12$, which `ring` does.

```lean
/-- The exchange energy is the sum of the exchange energies of the two spin channels. -/
theorem exchange_eq_add (v : G → G → ℝ) (a : ι → G → ℂ) (b : κ → G → ℂ) :
    exchange v a b = channelExchange v a + channelExchange v b := by
  -- every term that pairs a spin-up with a spin-down orbital contains a zero factor
  simp [exchange, fockExchange, channelExchange, spinOrbital, Fintype.sum_sum_type,
    Fintype.sum_prod_type]
  ring
```

Spin independence matters because both channels receive the same function $C$. Applying the split to three systems gives

$$X(a,b)=C(a)+C(b),\qquad X(a,a)=2C(a),\qquad X(b,b)=2C(b),$$

and half the sum of the last two equals the first. The proof has the same shape: three rewrites with `exchange_eq_add`, then algebra.

```lean
/-- Spin scaling in orbital form: the Fock exchange energy of a spin-polarised system is the mean of
the exchange energies of two closed-shell systems, one for each spin channel. -/
theorem spin_scaling (v : G → G → ℝ) (a : ι → G → ℂ) (b : κ → G → ℂ) :
    exchange v a b = (exchange v a a + exchange v b b) / 2 := by
  rw [exchange_eq_add, exchange_eq_add, exchange_eq_add]
  ring
```

If up–up and down–down pairs interacted through different kernels, the energy would be $C_\uparrow(a)+C_\downarrow(b)$ with two different functions. Each closed shell would then mix both functions, and the mean would in general differ from $X(a,b)$.

If $b$ is empty, the theorem gives $X(a,\varnothing)=\tfrac12X(a,a)$: a fully polarised system has half the exchange energy of the closed shell made from the same orbitals.

## The sums are finite and the kernel is real

Finiteness means a discretised system with finitely many occupied orbitals. It makes every energy a finite sum, and it allows sums to be reordered freely. The reordering is needed to express exchange through the density matrix, where the orbital sums have to be done first at fixed grid points. The following lemma moves the two grid sums outside by four exchanges of neighbouring sums.

```lean
/-- Sums over orbital pairs and over pairs of grid points may be interchanged. -/
theorem sum_pairs_comm (f : ι → ι → G → G → ℂ) :
    ∑ i, ∑ j, ∑ x, ∑ y, f i j x y = ∑ x, ∑ y, ∑ i, ∑ j, f i j x y := by
  calc ∑ i, ∑ j, ∑ x, ∑ y, f i j x y
      = ∑ i, ∑ x, ∑ j, ∑ y, f i j x y :=
        Finset.sum_congr rfl fun i _ => Finset.sum_comm
    _ = ∑ x, ∑ i, ∑ j, ∑ y, f i j x y := Finset.sum_comm
    _ = ∑ x, ∑ i, ∑ y, ∑ j, f i j x y :=
        Finset.sum_congr rfl fun x _ => Finset.sum_congr rfl fun i _ => Finset.sum_comm
    _ = ∑ x, ∑ y, ∑ i, ∑ j, f i j x y :=
        Finset.sum_congr rfl fun x _ => Finset.sum_comm
```

In the continuum, the corresponding step needs integrability conditions on the orbitals and the kernel. No limit of finer grids is taken here. A Coulomb kernel must also be given some finite value at $x=y$, since $v$ is an arbitrary real function on pairs of grid points.

That $v$ is real makes the energy real. Define the one-particle density matrix of a channel by $\gamma(x,y)=\sum_i a_i^*(x)\,a_i(y)$. Its squared modulus is

$$|\gamma(x,y)|^2=\gamma(x,y)\,\gamma^*(x,y)=\sum_{i,j}a_i^*(x)\,a_i(y)\,a_j(x)\,a_j^*(y),$$

which is the orbital product in $C(a)$ with its factors rearranged. Hence

$$C(a)=-\tfrac12\sum_{x,y}v(x,y)\,|\gamma(x,y)|^2.$$

The theorem states this as an equality between the complex number `channelExchange v a` and a real number regarded as complex. After the sums have been reordered, the proof compares the two sides at fixed $x$ and $y$. There `Complex.mul_conj` writes the squared modulus as $\gamma\gamma^*$, `Finset.sum_mul_sum` expands the product into a double sum over orbitals, and `ring` matches the factors.

```lean
/-- The exchange energy of a spin channel is minus half the interaction weighted with the
squared modulus of the one-particle density matrix. -/
theorem channelExchange_eq_densityMatrix (v : G → G → ℝ) (a : ι → G → ℂ) :
    channelExchange v a =
      ((-(1 / 2) * ∑ x, ∑ y, v x y * Complex.normSq (∑ i, conj (a i x) * a i y) : ℝ) : ℂ) := by
  unfold channelExchange
  rw [sum_pairs_comm]
  push_cast
  congr 1
  refine Finset.sum_congr rfl fun x _ => Finset.sum_congr rfl fun y _ => ?_
  -- write the squared modulus as a double sum over orbitals
  rw [← Complex.mul_conj, map_sum, Finset.sum_mul_sum, Finset.mul_sum]
  refine Finset.sum_congr rfl fun i _ => ?_
  rw [Finset.mul_sum]
  refine Finset.sum_congr rfl fun j _ => ?_
  rw [map_mul, Complex.conj_conj]
  ring
```

With a complex kernel the energy could be complex, although the scaling argument above would be unaffected. The kernel need not be symmetric or positive for any of these theorems.

## A density functional reproduces both closed-shell energies

The Oliver–Perdew relation is usually written for a functional of the spin densities, whereas `spin_scaling` speaks of orbitals. Passing to densities takes two ingredients. The first is that channel densities add:

$$n(x)=n_a(x)+n_b(x).$$

This holds because each spin-orbital contributes to one spin only.

```lean
omit [Fintype G] in
/-- The electron density is the sum of the densities of the two spin channels. -/
theorem density_spinOrbital (a : ι → G → ℂ) (b : κ → G → ℂ) (x : G) :
    density (spinOrbital a b) x = channelDensity a x + channelDensity b x := by
  simp [density, spinOrbital, channelDensity, Fintype.sum_sum_type]
```

The closed shell $(a,a)$ therefore has density $2n_a$, and $(b,b)$ has density $2n_b$.

The second ingredient is an assumption about a functional $E$ of the total density. The hypotheses `ha` and `hb` say that it returns the correct exchange energies of these two closed shells:

$$E[2n_a]=X(a,a),\qquad E[2n_b]=X(b,b).$$

Physically, $E$ stands for the exact exchange functional of unpolarised systems, with $a$ and $b$ as the orbitals that it assigns to the densities $2n_a$ and $2n_b$. Whether Kohn–Sham theory assigns these orbitals is part of what is assumed. Substitution into the orbital relation gives

$$X(a,b)=\tfrac12\big(E[2n_a]+E[2n_b]\big).$$

In the proof, `da` and `db` identify the closed-shell densities with the doubled channel densities. The hypotheses then replace the values of $E$ by exchange energies, and `spin_scaling` finishes the argument.

```lean
/-- If a density functional `E` gives the exchange energies of the two closed-shell systems,
then its values at the doubled channel densities give the spin-polarised exchange energy. -/
theorem spin_scaling_density (v : G → G → ℝ) (a : ι → G → ℂ) (b : κ → G → ℂ)
    (E : (G → ℝ) → ℝ)
    (ha : (E (density (spinOrbital a a)) : ℂ) = exchange v a a)
    (hb : (E (density (spinOrbital b b)) : ℂ) = exchange v b b) :
    exchange v a b =
      ((E (fun x => 2 * channelDensity a x) : ℂ) + E (fun x => 2 * channelDensity b x)) / 2 := by
  -- a closed shell has twice the density of one of its channels
  have da : density (spinOrbital a a) = fun x => 2 * channelDensity a x := by
    funext x
    rw [density_spinOrbital]
    ring
  have db : density (spinOrbital b b) = fun x => 2 * channelDensity b x := by
    funext x
    rw [density_spinOrbital]
    ring
  rw [← da, ← db, ha, hb]
  exact spin_scaling v a b
```

An approximate $E$ need not satisfy the two hypotheses. The right-hand side then serves as the definition of an approximate spin-polarised energy. Its error is the mean of the errors that $E$ makes for the two closed shells. The hypotheses can also conflict: if $n_a=n_b$ but $X(a,a)\neq X(b,b)$, no functional of the density alone satisfies both.

## The relation holds for every pair of channels

The converse concerns an arbitrary complex-valued function $F(a,b)$ whose two arguments have the same type, for instance two spin densities. Its hypothesis is that the scaling relation holds for all $a$ and $b$. As a constraint on a functional, this is a demand on every spin polarisation at once.

By hand, set $g(a)=\tfrac12F(a,a)$. The relation then reads $F(a,b)=g(a)+g(b)$. Conversely, if $F$ has this form, then $F(a,a)=2g(a)$ and $F(b,b)=2g(b)$, and their mean is $F(a,b)$. The proof supplies the same $g$ in one direction and substitutes the sum in the other.

```lean
/-- A functional of two spin channels obeys the spin-scaling relation exactly when it is a
sum of one and the same functional evaluated on each channel. -/
theorem spin_scaling_iff_separable {α : Type*} (F : α → α → ℂ) :
    (∀ a b, F a b = (F a a + F b b) / 2) ↔ ∃ g : α → ℂ, ∀ a b, F a b = g a + g b := by
  constructor
  · intro h
    refine ⟨fun a => F a a / 2, fun a b => ?_⟩
    rw [h a b]
    ring
  · rintro ⟨g, hg⟩ a b
    rw [hg a b, hg a a, hg b b]
    ring
```

For a single pair, the relation is one equation between three numbers and says nothing about the form of $F$. Demanded for all pairs, it rules out any coupling between the channels that is not a sum of one-channel terms. A correlation functional with a genuine opposite-spin coupling therefore cannot obey it.

## The Hartree energy couples opposite spins

The Hartree energy shows what happens when the channels do interact. It depends on the total density, so it contains the product of $n_a$ and $n_b$. Let $m=n_a-n_b$ be the spin density. For each pair of grid points,

$$n(x)n(y)+m(x)m(y)=2\,n_a(x)n_a(y)+2\,n_b(x)n_b(y),$$

because the cross terms cancel. Multiplying by $\tfrac12v(x,y)$ and summing gives $H[n]+H[m]=2H[n_a]+2H[n_b]$. Since $H$ is quadratic, $H[2n_a]=4H[n_a]$, and likewise for $b$, so

$$H[n]=\tfrac12\big(H[2n_a]+H[2n_b]\big)-H[m].$$

The Hartree energy thus misses the scaling relation by the Hartree energy of the spin density. The defect vanishes when the two channel densities are equal, and for a positive-definite kernel it is positive otherwise.

In the proof, the auxiliary statement `h` is the identity with $H[m]$ moved to the left. After the sums have been merged, `ring` checks it at each pair of grid points, and `linarith` moves the term back.

```lean
/-- The Hartree energy of a spin-polarised system is the mean of the two closed-shell Hartree
energies minus the Hartree energy of the spin density. -/
theorem hartree_spin_defect (v : G → G → ℝ) (a : ι → G → ℂ) (b : κ → G → ℂ) :
    hartree v (density (spinOrbital a b)) =
      (hartree v (density (spinOrbital a a)) + hartree v (density (spinOrbital b b))) / 2
        - hartree v (fun x => channelDensity a x - channelDensity b x) := by
  -- the parallelogram identity for the quadratic form of the interaction
  have h : hartree v (density (spinOrbital a b))
      + hartree v (fun x => channelDensity a x - channelDensity b x) =
      (hartree v (density (spinOrbital a a)) + hartree v (density (spinOrbital b b))) / 2 := by
    simp only [hartree, density_spinOrbital, Finset.mul_sum, ← Finset.sum_add_distrib,
      Finset.sum_div]
    refine Finset.sum_congr rfl fun x _ => Finset.sum_congr rfl fun y _ => ?_
    ring
  linarith

end

end ExchangeSpinScaling
```

```lean
#print axioms ExchangeSpinScaling.spin_scaling
-- 'ExchangeSpinScaling.spin_scaling' depends on axioms: [propext, Classical.choice, Quot.sound]
#print axioms ExchangeSpinScaling.spin_scaling_density
-- 'ExchangeSpinScaling.spin_scaling_density' depends on axioms: [propext, Classical.choice, Quot.sound]
#print axioms ExchangeSpinScaling.spin_scaling_iff_separable
-- 'ExchangeSpinScaling.spin_scaling_iff_separable' depends on axioms: [propext, Classical.choice, Quot.sound]
#print axioms ExchangeSpinScaling.hartree_spin_defect
-- 'ExchangeSpinScaling.hartree_spin_defect' depends on axioms: [propext, Classical.choice, Quot.sound]
```
